# The electrostatic energy of electrons and nuclei, regrouped into neutral-atom terms

**Q:** Repulsion between electrons, attraction to the nuclei and repulsion between nuclei are each long-ranged. What does regrouping them achieve, in the smallest case?

**A:** Take one nucleus. Let \(B(x,y)\) be the symmetric Coulomb energy of two electron densities and \(v(x)\) the attraction of a density to the nucleus, counted positive. Write the electron density as \(r+d\), an atomic reference density plus a remainder. Then
\[
\tfrac12B(r+d,r+d)-v(r+d)=\tfrac12B(d,d)+\bigl[B(r,d)-v(d)\bigr]+\bigl[\tfrac12B(r,r)-v(r)\bigr].
\]
The remainder meets the nucleus only together with its reference electrons. If these neutralise the nucleus and are spherical, their joint potential vanishes outside the atom.

**Q:** And with many atoms?

**A:** Let nuclei \(i\) have attractions \(v_i\), mutual repulsions \(Z_{ij}\) and reference densities \(r_i\), with \(R=\sum_i r_i\). The energy of a density \(p\) is
\[
E(p)=\tfrac12B(p,p)-\sum_i v_i(p)+\tfrac12\sum_{i\ne j}Z_{ij}.
\]
Define the neutral-atom potential and the interaction of two atoms by
\[
V_i(x)=B(r_i,x)-v_i(x),\qquad U_{ij}=B(r_i,r_j)-v_j(r_i)-v_i(r_j)+Z_{ij}.
\]
First separate \(d\), using the symmetry of \(B\):
\[
E(d+R)=\tfrac12B(d,d)+B(R,d)-\sum_i v_i(d)+E(R)=\tfrac12B(d,d)+\sum_i V_i(d)+E(R).
\]
For \(E(R)\), sum \(U_{ij}\) over all pairs and subtract the diagonal. Exchanging the summations gives \(\sum_{i,j}v_j(r_i)=\sum_{i,j}v_i(r_j)=\sum_i v_i(R)\), so
\[
\begin{aligned}
\tfrac12\sum_{i\ne j}U_{ij}
&=\tfrac12\Bigl(\sum_{i,j}U_{ij}-\sum_iU_{ii}\Bigr)\\
&=\tfrac12B(R,R)-\sum_i v_i(R)+\tfrac12\sum_{i\ne j}Z_{ij}-\sum_i\bigl[\tfrac12B(r_i,r_i)-v_i(r_i)\bigr].
\end{aligned}
\]
The first three terms on the last line are \(E(R)\). Hence
\[
E(d+R)=\tfrac12B(d,d)+\sum_iV_i(d)+\tfrac12\sum_{i\ne j}U_{ij}+\sum_i\bigl[\tfrac12B(r_i,r_i)-v_i(r_i)\bigr].
\]

**Q:** Point nuclei have infinite self-energy. How does the Lean model admit them?

```lean
import Mathlib

open Finset

namespace NeutralAtom

noncomputable section

/-- Electrostatics of electron densities in `V` and nuclei labelled by `ι`: the Coulomb form of two
densities, the attraction of a density to each nucleus (counted positive), and the repulsion of
two nuclei. -/
structure ChargeModel (V ι : Type*) [AddCommGroup V] [Module ℝ V] where
  coulomb : V →ₗ[ℝ] V →ₗ[ℝ] ℝ
  symm : ∀ x y, coulomb x y = coulomb y x
  attraction : ι → V →ₗ[ℝ] ℝ
  repulsion : ι → ι → ℝ
```

**A:** A nucleus is not an element of the density space `V`. It enters only through `attraction i`, which is \(v_i\), and `repulsion i j`, which is \(Z_{ij}\). The form `coulomb` is \(B\), and `symm` is its symmetry. The diagonal of `repulsion` is an arbitrary number that never affects the energy, because the pair sum removes it.

```lean
variable {V ι : Type*} [AddCommGroup V] [Module ℝ V]

/-- Half the sum of a pair quantity over all ordered pairs of distinct atoms. -/
def pairSum [Fintype ι] [DecidableEq ι] (f : ι → ι → ℝ) : ℝ :=
  (1 / 2) * ∑ i, ∑ j ∈ univ.erase i, f i j

namespace ChargeModel

/-- Total electrostatic energy of the electron density `p` and the nuclei. -/
def energy [Fintype ι] [DecidableEq ι] (M : ChargeModel V ι) (p : V) : ℝ :=
  M.coulomb p p / 2 - ∑ i, M.attraction i p + pairSum M.repulsion
```

**Q:** Which definitions carry the physics of neutrality?

**A:** None of them imposes it. `neutralPotential` is \(V_i\) and `atomPair` is \(U_{ij}\), for any \(r_i\) whatever; "neutral" describes the intended choice. The sign of \(V_i\) is that of an energy for electrons, so repulsion is positive.

```lean
/-- Neutral-atom potential: the repulsion from the atomic density `r i` minus the attraction to
nucleus `i`, as a functional of the electron density it acts on. -/
def neutralPotential (M : ChargeModel V ι) (r : ι → V) (i : ι) : V →ₗ[ℝ] ℝ :=
  M.coulomb (r i) - M.attraction i

/-- Electrostatic interaction of atoms `i` and `j`, each a nucleus with its atomic density. -/
def atomPair (M : ChargeModel V ι) (r : ι → V) (i j : ι) : ℝ :=
  M.coulomb (r i) (r j) - M.attraction j (r i) - M.attraction i (r j) + M.repulsion i j
```

The short range is a separate condition, `Screened`. It says that \(V_i(r_j)=0\) and \(v_j(r_i)=Z_{ij}\): the interaction energy of atom \(i\) with the electrons of atom \(j\) is zero, and so is that with its nucleus. For spherical neutral atoms that do not overlap, both conditions follow from Gauss's law.

```lean
/-- Atom `i` is screened from atom `j`: the density of `j` has zero energy in the neutral-atom
potential of `i`, and the density and nucleus of `i` have cancelling energies with nucleus `j`. -/
def Screened (M : ChargeModel V ι) (r : ι → V) (i j : ι) : Prop :=
  M.neutralPotential r i (r j) = 0 ∧ M.attraction j (r i) = M.repulsion i j

end ChargeModel

open ChargeModel
```

**Q:** What must I supply before applying this to a molecule?

**A:** A space of three-dimensional densities on which the Coulomb integrals converge and define these linear maps. The theorems sum over finitely many nuclei; the conditionally convergent sums of an infinite crystal are not treated here.

**Q:** Does the Lean proof follow your calculation?

**A:** Closely. `pairSum_eq` writes a sum over distinct pairs as the full sum minus its diagonal, and `coulomb_add_self` expands \(B(d+R,d+R)\).

```lean
/-- The sum over distinct pairs is half of the full double sum without its diagonal. -/
theorem pairSum_eq [Fintype ι] [DecidableEq ι] (f : ι → ι → ℝ) :
    pairSum f = (∑ i, ∑ j, f i j - ∑ i, f i i) / 2 := by
  have h : ∀ i, ∑ j ∈ univ.erase i, f i j = ∑ j, f i j - f i i := fun i => by
    have := Finset.add_sum_erase univ (f i) (mem_univ i)
    linarith
  simp only [pairSum, h, Finset.sum_sub_distrib]
  ring

/-- The Coulomb form of a sum of two densities with itself contains their mutual term twice. -/
theorem coulomb_add_self (M : ChargeModel V ι) (x y : V) :
    M.coulomb (x + y) (x + y) = M.coulomb x x + 2 * M.coulomb y x + M.coulomb y y := by
  simp only [map_add, LinearMap.add_apply]
  linear_combination M.symm x y
```

In the main theorem, `hl`, `hR` and `hV` expand whatever contains \(R\). `hN`, `hP`, `hD` and `hS` expand the potentials, the full pair sum, its diagonal and the one-atom terms. `hC` exchanges the two summations, and `linarith` collects the result.

```lean
/-- Neutral-atom decomposition: for the density `d + ∑ r i`, the electrostatic energy is the
self-repulsion of `d`, its energy in the neutral-atom potentials, the interaction of distinct atoms,
and a sum of one-atom terms. -/
theorem neutral_atom_decomposition [Fintype ι] [DecidableEq ι]
    (M : ChargeModel V ι) (d : V) (r : ι → V) :
    M.energy (d + ∑ i, r i) =
      M.coulomb d d / 2 + ∑ i, M.neutralPotential r i d + pairSum (M.atomPair r)
        + ∑ i, (M.coulomb (r i) (r i) / 2 - M.attraction i (r i)) := by
  -- expand the terms that contain the superposition of atomic densities
  have hl : ∀ y, M.coulomb (∑ i, r i) y = ∑ i, M.coulomb (r i) y := fun y => by
    rw [map_sum, LinearMap.sum_apply]
  have hR : M.coulomb (∑ i, r i) (∑ i, r i) = ∑ i, ∑ j, M.coulomb (r i) (r j) := by
    rw [hl]
    exact Finset.sum_congr rfl fun i _ => map_sum _ _ _
  have hV : ∑ i, M.attraction i (d + ∑ j, r j) =
      ∑ i, M.attraction i d + ∑ i, ∑ j, M.attraction i (r j) := by
    simp only [map_add, map_sum, Finset.sum_add_distrib]
  -- expand the neutral-atom quantities
  have hN : ∑ i, M.neutralPotential r i d =
      ∑ i, M.coulomb (r i) d - ∑ i, M.attraction i d := by
    simp only [neutralPotential, LinearMap.sub_apply, Finset.sum_sub_distrib]
  have hP : ∑ i, ∑ j, M.atomPair r i j =
      ∑ i, ∑ j, M.coulomb (r i) (r j) - ∑ i, ∑ j, M.attraction j (r i)
        - ∑ i, ∑ j, M.attraction i (r j) + ∑ i, ∑ j, M.repulsion i j := by
    simp only [atomPair, Finset.sum_add_distrib, Finset.sum_sub_distrib]
  have hD : ∑ i, M.atomPair r i i =
      ∑ i, M.coulomb (r i) (r i) - ∑ i, M.attraction i (r i)
        - ∑ i, M.attraction i (r i) + ∑ i, M.repulsion i i := by
    simp only [atomPair, Finset.sum_add_distrib, Finset.sum_sub_distrib]
  have hS : ∑ i, (M.coulomb (r i) (r i) / 2 - M.attraction i (r i)) =
      (∑ i, M.coulomb (r i) (r i)) / 2 - ∑ i, M.attraction i (r i) := by
    simp only [Finset.sum_sub_distrib, Finset.sum_div]
  -- the two electron-nucleus double sums agree
  have hC : ∑ i, ∑ j, M.attraction j (r i) = ∑ i, ∑ j, M.attraction i (r j) :=
    Finset.sum_comm
  rw [energy, pairSum_eq, pairSum_eq]
  linarith [coulomb_add_self M d (∑ i, r i), hl d]
```

**Q:** I usually see this with smeared nuclear charges \(n_i\).

**A:** Set \(v_i(x)=B(n_i,x)\) and \(Z_{ij}=B(n_i,n_j)\). With \(q_i=r_i-n_i\), bilinearity gives \(V_i(d)=B(q_i,d)\) and \(U_{ij}=B(q_i,q_j)\). The proof builds this model as `M`, applies the general theorem and uses symmetry to reorder arguments.

```lean
/-- Smeared nuclei: if the nuclear charges `n i` lie in the same space as the electron densities,
the neutral-atom potentials and the pair interactions are given by a symmetric form `B` and the
differences `r i - n i`. -/
theorem smeared_decomposition [Fintype ι] [DecidableEq ι] (B : V →ₗ[ℝ] V →ₗ[ℝ] ℝ)
    (hB : ∀ x y, B x y = B y x) (d : V) (r n : ι → V) :
    B (d + ∑ i, r i) (d + ∑ i, r i) / 2 - ∑ i, B (d + ∑ j, r j) (n i)
        + pairSum (fun i j => B (n i) (n j)) =
      B d d / 2 + ∑ i, B (r i - n i) d + pairSum (fun i j => B (r i - n i) (r j - n j))
        + ∑ i, (B (r i) (r i) / 2 - B (r i) (n i)) := by
  let M : ChargeModel V ι := ⟨B, hB, fun i => B (n i), fun i j => B (n i) (n j)⟩
  have h := neutral_atom_decomposition M d r
  have hq : M.atomPair r = fun i j => B (r i - n i) (r j - n j) := by
    funext i j
    simp only [atomPair, M, map_sub, LinearMap.sub_apply]
    linear_combination hB (r i) (n j)
  have hp : ∑ i, B (d + ∑ j, r j) (n i) = ∑ i, B (n i) (d + ∑ j, r j) :=
    Finset.sum_congr rfl fun i _ => hB _ _
  have hs : ∑ i, (B (r i) (r i) / 2 - B (r i) (n i)) =
      ∑ i, (B (r i) (r i) / 2 - B (n i) (r i)) :=
    Finset.sum_congr rfl fun i _ => by rw [hB (r i) (n i)]
  have hv : ∑ i, B (r i - n i) d = ∑ i, (B (r i) - B (n i)) d :=
    Finset.sum_congr rfl fun i _ => by rw [map_sub]
  rw [hq] at h
  rw [hp, hs, hv]
  exact h
```

**Q:** A self-consistent calculation needs the potential as well as the energy.

**A:** For a density change \(\eta\) and \(p=d+R\),
\[
E(p+t\eta)=E(p)+t\Bigl[B(p,\eta)-\sum_iv_i(\eta)\Bigr]+\tfrac{t^2}{2}B(\eta,\eta).
\]
The slope at \(t=0\) is \(B(d,\eta)+\sum_iV_i(\eta)\). In Lean, `hline` is the quadratic and `hg` regroups the slope. Some density-functional codes with localised orbitals assemble the electrostatic part of the effective potential in this form; kinetic and exchange-correlation terms do not enter the model.

```lean
/-- The first-order change of the energy when the density `d + ∑ r i` changes along `η` is the
Coulomb interaction of `d` with `η` plus the energy of `η` in the neutral-atom potentials. -/
theorem energy_hasDerivAt [Fintype ι] [DecidableEq ι]
    (M : ChargeModel V ι) (d η : V) (r : ι → V) :
    HasDerivAt (fun t : ℝ => M.energy (d + ∑ i, r i + t • η))
      (M.coulomb d η + ∑ i, M.neutralPotential r i η) 0 := by
  -- the energy is a quadratic polynomial along the line
  have hline : ∀ (p : V) (t : ℝ), M.energy (p + t • η) =
      M.energy p + t * (M.coulomb p η - ∑ i, M.attraction i η)
        + t ^ 2 * (M.coulomb η η / 2) := fun p t => by
    simp only [energy, map_add, map_smul, LinearMap.add_apply, LinearMap.smul_apply,
      smul_eq_mul, Finset.sum_add_distrib, ← Finset.mul_sum]
    linear_combination (t / 2) * M.symm η p
  have hg : M.coulomb (d + ∑ i, r i) η - ∑ i, M.attraction i η =
      M.coulomb d η + ∑ i, M.neutralPotential r i η := by
    simp only [neutralPotential, LinearMap.sub_apply, Finset.sum_sub_distrib, map_add, map_sum,
      LinearMap.add_apply, LinearMap.sum_apply]
    ring
  simp only [hline, hg]
  have h1 := ((hasDerivAt_id' (0 : ℝ)).mul_const
    (M.coulomb d η + ∑ i, M.neutralPotential r i η)).const_add (M.energy (d + ∑ i, r i))
  have h2 := (hasDerivAt_pow 2 (0 : ℝ)).mul_const (M.coulomb η η / 2)
  exact (h1.fun_add h2).congr_deriv (by simp)
```

**Q:** When may distant pairs be skipped?

**A:** When they are screened, since
\[
U_{ij}=V_i(r_j)-\bigl[v_j(r_i)-Z_{ij}\bigr]=0.
\]
The theorem assumes this for every \(j\ne i\) missing from the neighbour list `N i`. `Finset.sum_subset` then removes the vanishing terms. What remains can be tabulated as two-centre quantities.

```lean
/-- If each atom is screened from all other atoms outside its neighbour list `N i`, the interaction
of distinct atoms is a sum over neighbours only. -/
theorem pairSum_neighbours [Fintype ι] [DecidableEq ι] (M : ChargeModel V ι) (r : ι → V)
    (N : ι → Finset ι) (hN : ∀ i j, j ≠ i → j ∉ N i → M.Screened r i j) :
    pairSum (M.atomPair r) = (1 / 2) * ∑ i, ∑ j ∈ (N i).erase i, M.atomPair r i j := by
  unfold pairSum
  congr 1
  refine Finset.sum_congr rfl fun i _ => (Finset.sum_subset
    (Finset.erase_subset_erase i (Finset.subset_univ _)) fun j hj hj' => ?_).symm
  have hne : j ≠ i := Finset.ne_of_mem_erase hj
  obtain ⟨h1, h2⟩ := hN i j hne fun h => hj' (Finset.mem_erase.mpr ⟨hne, h⟩)
  simp only [neutralPotential, LinearMap.sub_apply] at h1
  simp only [atomPair]
  linarith
```

**Q:** Is there an explicit example with non-zero electron and nuclear charges?

**A:** Yes, in one dimension. Parallel sheets have potential \(-|x|\) per unit charge, in suitable units. Put a nuclear sheet of charge 2 at the origin and unit electron sheets at \(\pm1\). Acting on electrons, the atom has potential
\[
-|x+1|-|x-1|+2|x|=0\qquad(|x|\ge1).
\]

```lean
/-- Parallel charged sheets with potential `-|x|` per unit charge: electron sheets at positions
`x a`, nuclear sheets at positions `X i` with charges `Z i`. -/
def sheets {G : Type*} [Fintype G] (x : G → ℝ) (X Z : ι → ℝ) : ChargeModel (G → ℝ) ι where
  coulomb := LinearMap.mk₂ ℝ (fun ρ σ => ∑ a, ∑ b, ρ a * σ b * (-|x a - x b|))
    (fun _ _ _ => by simp only [Pi.add_apply, add_mul, Finset.sum_add_distrib])
    (fun _ _ _ => by simp only [Pi.smul_apply, smul_eq_mul, Finset.mul_sum, mul_assoc])
    (fun _ _ _ => by simp only [Pi.add_apply, mul_add, add_mul, Finset.sum_add_distrib])
    (fun c ρ σ => by
      simp only [Pi.smul_apply, smul_eq_mul, Finset.mul_sum]
      exact Finset.sum_congr rfl fun a _ => Finset.sum_congr rfl fun b _ => by ring)
  symm ρ σ := by
    simp only [LinearMap.mk₂_apply]
    rw [Finset.sum_comm]
    exact Finset.sum_congr rfl fun a _ => Finset.sum_congr rfl fun b _ => by
      rw [abs_sub_comm]; ring
  attraction i :=
    { toFun := fun ρ => ∑ a, ρ a * (-(Z i * |x a - X i|))
      map_add' := fun _ _ => by simp only [Pi.add_apply, add_mul, Finset.sum_add_distrib]
      map_smul' := fun _ _ => by
        simp only [Pi.smul_apply, smul_eq_mul, Finset.mul_sum, mul_assoc, RingHom.id_apply] }
  repulsion i j := -(Z i * Z j * |X i - X j|)
```

The witness places a second such atom at 10. Each of the four terms in \(U_{01}\) has magnitude 40, and they combine as \(-40+40+40-40=0\). In Lean, `simp` reads off the vector entries and `norm_num` settles the numbers, for both directions of screening.

```lean
/-- Two sheet atoms, with nuclei of charge 2 at 0 and 10 and unit electron sheets at distance 1 on
both sides of each nucleus, are screened from each other. -/
theorem screened_witness :
    (sheets ![-1, 1, 9, 11] ![0, 10] ![2, 2]).Screened ![![1, 1, 0, 0], ![0, 0, 1, 1]] 0 1 ∧
    (sheets ![-1, 1, 9, 11] ![0, 10] ![2, 2]).Screened ![![1, 1, 0, 0], ![0, 0, 1, 1]] 1 0 := by
  simp only [Screened, neutralPotential, sheets, LinearMap.sub_apply, LinearMap.mk₂_apply,
    LinearMap.coe_mk, AddHom.coe_mk, Fin.sum_univ_four]
  -- read off the vector entries, then compare the numbers
  refine ⟨⟨?_, ?_⟩, ⟨?_, ?_⟩⟩ <;> simp <;> norm_num

end

end NeutralAtom
```

```lean
#print axioms NeutralAtom.neutral_atom_decomposition
#print axioms NeutralAtom.smeared_decomposition
#print axioms NeutralAtom.energy_hasDerivAt
#print axioms NeutralAtom.pairSum_neighbours
```

```
'NeutralAtom.neutral_atom_decomposition' depends on axioms: [propext, Classical.choice, Quot.sound]
'NeutralAtom.smeared_decomposition' depends on axioms: [propext, Classical.choice, Quot.sound]
'NeutralAtom.energy_hasDerivAt' depends on axioms: [propext, Classical.choice, Quot.sound]
'NeutralAtom.pairSum_neighbours' depends on axioms: [propext, Classical.choice, Quot.sound]
```

**Q:** And with no atoms at all?

**A:** Every sum is empty, and both sides of the decomposition reduce to \(\tfrac12B(d,d)\).
